# A lower bound on the error of fitting a parabolic dispersion to a warped one

The warped dispersion here is √(B²|k|⁴ + C²(kx²ky² + ky²kz² + kz²kx²)), with B and C real, and the parabolic one is ∑ W_ij k_i k_j, with W any real 3×3 matrix and ħ²/2 set to 1. `parabolic_fit_error` says that if the two differ by at most ε|k|² at every real wave vector k, then ε is at least (√(4B² + C²) − 2|B|)/4. The attempt applies the hypothesis at (1,0,0), (0,1,0), (1,1,0) and (1,−1,0), where the parabolic energies are tied together by a parallelogram identity. It then puts in the warped energies and the values of |k|², and leaves the final inequality to `linarith`.

Lean 4 with Mathlib refuses this proof:

```lean
import Mathlib

open Filter Topology

namespace WarpedBandEdge

noncomputable section

/-- The squared length of the wave vector. -/
def kSq (k : Fin 3 → ℝ) : ℝ := k 0 ^ 2 + k 1 ^ 2 + k 2 ^ 2

/-- The quartic cubic-symmetry invariant `kx²ky² + ky²kz² + kz²kx²`. -/
def cubicInvariant (k : Fin 3 → ℝ) : ℝ :=
  k 0 ^ 2 * k 1 ^ 2 + k 1 ^ 2 * k 2 ^ 2 + k 2 ^ 2 * k 0 ^ 2

/-- The warped dispersion `√(B²|k|⁴ + C²(kx²ky² + ky²kz² + kz²kx²))`. -/
def warp (B C : ℝ) (k : Fin 3 → ℝ) : ℝ :=
  √(B ^ 2 * kSq k ^ 2 + C ^ 2 * cubicInvariant k)

/-- The parabolic dispersion `∑ W_ij k_i k_j` of an inverse-mass tensor `W`
(in units where `ħ²/2 = 1`). -/
def massForm (W : Matrix (Fin 3) (Fin 3) ℝ) (k : Fin 3 → ℝ) : ℝ :=
  ∑ i, ∑ j, W i j * k i * k j

/-- For every inverse-mass tensor, the energies at the wave vectors `(1,1,0)` and `(1,-1,0)` add up
to twice the sum of the energies at `(1,0,0)` and `(0,1,0)`. -/
theorem massForm_parallelogram (W : Matrix (Fin 3) (Fin 3) ℝ) :
    massForm W ![1, 1, 0] + massForm W ![1, -1, 0]
      = 2 * massForm W ![1, 0, 0] + 2 * massForm W ![0, 1, 0] := by
  simp [massForm, Fin.sum_univ_three]
  ring

/-- The warped dispersion is `|B|` at the wave vectors `(1,0,0)` and `(0,1,0)`, and `√(4B² + C²)` at
`(1,1,0)` and `(1,-1,0)`. -/
theorem warp_values (B C : ℝ) :
    warp B C ![1, 0, 0] = |B| ∧ warp B C ![0, 1, 0] = |B| ∧
    warp B C ![1, 1, 0] = √(4 * B ^ 2 + C ^ 2) ∧
    warp B C ![1, -1, 0] = √(4 * B ^ 2 + C ^ 2) := by
  refine ⟨?_, ?_, ?_, ?_⟩
  · simp [warp, kSq, cubicInvariant, Real.sqrt_sq_eq_abs]
  · simp [warp, kSq, cubicInvariant, Real.sqrt_sq_eq_abs]
  · unfold warp
    congr 1
    simp [kSq, cubicInvariant]
    ring
  · unfold warp
    congr 1
    simp [kSq, cubicInvariant]
    ring

/-- If a parabolic dispersion reproduces the warped one within `ε|k|²` at every wave vector,
then `ε` is at least `(√(4B² + C²) - 2|B|)/4`. -/
theorem parabolic_fit_error (B C ε : ℝ) (W : Matrix (Fin 3) (Fin 3) ℝ)
    (h : ∀ k, |warp B C k - massForm W k| ≤ ε * kSq k) :
    (√(4 * B ^ 2 + C ^ 2) - 2 * |B|) / 4 ≤ ε := by
  obtain ⟨v1, v2, v3, v4⟩ := warp_values B C
  have p := massForm_parallelogram W
  have h1 := (abs_le.1 (h ![1, 0, 0])).1
  have h2 := (abs_le.1 (h ![0, 1, 0])).1
  have h3 := (abs_le.1 (h ![1, 1, 0])).2
  have h4 := (abs_le.1 (h ![1, -1, 0])).2
  have n1 : kSq ![1, 0, 0] = 1 := by norm_num [kSq]
  have n2 : kSq ![0, 1, 0] = 1 := by norm_num [kSq]
  have n3 : kSq ![1, 1, 0] = 2 := by norm_num [kSq]
  have n4 : kSq ![1, -1, 0] = 2 := by norm_num [kSq]
  rw [v1, n1] at h1
  rw [v2, n2] at h2
  rw [v3, n3] at h3
  rw [v4, n4] at h4
  linarith

end

end WarpedBandEdge
```

Messages:

```
Main.lean:62:34: error: unsolved goals
B C ε : ℝ
W : Matrix (Fin 3) (Fin 3) ℝ
h : ∀ (k : Fin 3 → ℝ), |warp B C k - massForm W k| ≤ ε * kSq k
v1 : warp B C ![1, 0, 0] = |B|
v2 : warp B C ![0, 1, 0] = |B|
v3 : warp B C ![1, 1, 0] = √(4 * B ^ 2 + C ^ 2)
v4 : warp B C ![1, -1, 0] = √(4 * B ^ 2 + C ^ 2)
p : massForm W ![1, 1, 0] + massForm W ![1, -1, 0] = 2 * massForm W ![1, 0, 0] + 2 * massForm W ![0, 1, 0]
h1 : -(ε * kSq ![1, 0, 0]) ≤ warp B C ![1, 0, 0] - massForm W ![1, 0, 0]
h2 : -(ε * kSq ![0, 1, 0]) ≤ warp B C ![0, 1, 0] - massForm W ![0, 1, 0]
h3 : warp B C ![1, 1, 0] - massForm W ![1, 1, 0] ≤ ε * kSq ![1, 1, 0]
h4 : warp B C ![1, -1, 0] - massForm W ![1, -1, 0] ≤ ε * kSq ![1, -1, 0]
⊢ ![1, 0, 0] 2 = 0
Main.lean:63:34: error: unsolved goals
B C ε : ℝ
W : Matrix (Fin 3) (Fin 3) ℝ
h : ∀ (k : Fin 3 → ℝ), |warp B C k - massForm W k| ≤ ε * kSq k
v1 : warp B C ![1, 0, 0] = |B|
v2 : warp B C ![0, 1, 0] = |B|
v3 : warp B C ![1, 1, 0] = √(4 * B ^ 2 + C ^ 2)
v4 : warp B C ![1, -1, 0] = √(4 * B ^ 2 + C ^ 2)
p : massForm W ![1, 1, 0] + massForm W ![1, -1, 0] = 2 * massForm W ![1, 0, 0] + 2 * massForm W ![0, 1, 0]
h1 : -(ε * kSq ![1, 0, 0]) ≤ warp B C ![1, 0, 0] - massForm W ![1, 0, 0]
h2 : -(ε * kSq ![0, 1, 0]) ≤ warp B C ![0, 1, 0] - massForm W ![0, 1, 0]
h3 : warp B C ![1, 1, 0] - massForm W ![1, 1, 0] ≤ ε * kSq ![1, 1, 0]
h4 : warp B C ![1, -1, 0] - massForm W ![1, -1, 0] ≤ ε * kSq ![1, -1, 0]
n1 : kSq ![1, 0, 0] = 1
⊢ ![0, 1, 0] 2 = 0
Main.lean:64:34: error: unsolved goals
B C ε : ℝ
W : Matrix (Fin 3) (Fin 3) ℝ
h : ∀ (k : Fin 3 → ℝ), |warp B C k - massForm W k| ≤ ε * kSq k
v1 : warp B C ![1, 0, 0] = |B|
v2 : warp B C ![0, 1, 0] = |B|
v3 : warp B C ![1, 1, 0] = √(4 * B ^ 2 + C ^ 2)
v4 : warp B C ![1, -1, 0] = √(4 * B ^ 2 + C ^ 2)
p : massForm W ![1, 1, 0] + massForm W ![1, -1, 0] = 2 * massForm W ![1, 0, 0] + 2 * massForm W ![0, 1, 0]
h1 : -(ε * kSq ![1, 0, 0]) ≤ warp B C ![1, 0, 0] - massForm W ![1, 0, 0]
h2 : -(ε * kSq ![0, 1, 0]) ≤ warp B C ![0, 1, 0] - massForm W ![0, 1, 0]
h3 : warp B C ![1, 1, 0] - massForm W ![1, 1, 0] ≤ ε * kSq ![1, 1, 0]
h4 : warp B C ![1, -1, 0] - massForm W ![1, -1, 0] ≤ ε * kSq ![1, -1, 0]
n1 : kSq ![1, 0, 0] = 1
n2 : kSq ![0, 1, 0] = 1
⊢ ![1, 1, 0] 2 = 0
Main.lean:65:35: error: unsolved goals
B C ε : ℝ
W : Matrix (Fin 3) (Fin 3) ℝ
h : ∀ (k : Fin 3 → ℝ), |warp B C k - massForm W k| ≤ ε * kSq k
v1 : warp B C ![1, 0, 0] = |B|
v2 : warp B C ![0, 1, 0] = |B|
v3 : warp B C ![1, 1, 0] = √(4 * B ^ 2 + C ^ 2)
v4 : warp B C ![1, -1, 0] = √(4 * B ^ 2 + C ^ 2)
p : massForm W ![1, 1, 0] + massForm W ![1, -1, 0] = 2 * massForm W ![1, 0, 0] + 2 * massForm W ![0, 1, 0]
h1 : -(ε * kSq ![1, 0, 0]) ≤ warp B C ![1, 0, 0] - massForm W ![1, 0, 0]
h2 : -(ε * kSq ![0, 1, 0]) ≤ warp B C ![0, 1, 0] - massForm W ![0, 1, 0]
h3 : warp B C ![1, 1, 0] - massForm W ![1, 1, 0] ≤ ε * kSq ![1, 1, 0]
h4 : warp B C ![1, -1, 0] - massForm W ![1, -1, 0] ≤ ε * kSq ![1, -1, 0]
n1 : kSq ![1, 0, 0] = 1
n2 : kSq ![0, 1, 0] = 1
n3 : kSq ![1, 1, 0] = 2
⊢ ![1, -1, 0] 2 = 0
```

Cause. All four errors come from the small facts `n1` to `n4`, which give |k|² at the four wave vectors. In each, `norm_num [kSq]` unfolds the definition and evaluates components 0 and 1, but stops at a goal such as `![1, 0, 0] 2 = 0`. That goal is true, since the component at index 2 is the last entry, 0. Mathlib's simp lemmas read off entries 0 and 1 of such a vector, but entry 2 is read by a simproc, a small program that `simp` runs by default and `norm_num` does not.

The repair therefore calls `simp [kSq]`, which evaluates all three components. For `n1` and `n2` this closes the goal. For `n3` and `n4` it leaves the numerical sum `1 + 1 = 2` in the reals, which the added `norm_num` proves. The rest of the proof is unchanged.

The change, after which it compiles:

```diff
@@ -60,8 +60,12 @@
   have h3 := (abs_le.1 (h ![1, 1, 0])).2
   have h4 := (abs_le.1 (h ![1, -1, 0])).2
-  have n1 : kSq ![1, 0, 0] = 1 := by norm_num [kSq]
-  have n2 : kSq ![0, 1, 0] = 1 := by norm_num [kSq]
-  have n3 : kSq ![1, 1, 0] = 2 := by norm_num [kSq]
-  have n4 : kSq ![1, -1, 0] = 2 := by norm_num [kSq]
+  have n1 : kSq ![1, 0, 0] = 1 := by simp [kSq]
+  have n2 : kSq ![0, 1, 0] = 1 := by simp [kSq]
+  have n3 : kSq ![1, 1, 0] = 2 := by
+    simp [kSq]
+    norm_num
+  have n4 : kSq ![1, -1, 0] = 2 := by
+    simp [kSq]
+    norm_num
   rw [v1, n1] at h1
   rw [v2, n2] at h2
```
